# Direction averages of the inverse dielectric matrix: wings cancel, nonzero coupling leaves a body correction

Take the long-wavelength limit of a symmetrised dielectric matrix whose body block is a single number b > 0, coupled with real strength v to the x component of the wavevector direction n. Let the macroscopic dielectric constant be lam > 0 in every direction. Along +x and −x the wing of the inverse dielectric matrix is −v/(b lam) and +v/(b lam). Along ±y and ±z it is zero, so the mean over the six directions vanishes. The correction to the inverse body is quadratic in n. It equals v²/(b² lam) along both +x and −x, and its mean is v²/(3 b² lam).

## Odd wings, even corrections

For an insulator, use the symmetrised dielectric matrix, in which the Coulomb factor is split evenly between the two sides, so that its wings stay finite in the long-wavelength limit. Let the wavevector go to zero along the unit vector n. In that limit, let B be the real, positive definite body block, V n the coupling between body and head, with V real, and L the positive definite macroscopic dielectric tensor, local fields included. Write h(n) = n·L n. Block inversion gives the wing and the term added to B⁻¹:

w(n) = −B⁻¹ V n / h(n)

C(n) = B⁻¹ V n nᵀ Vᵀ B⁻¹ / h(n)

Let ⟨·⟩ be the mean over finitely many unit vectors nᵢ, closed under inversion, with ⟨n nᵀ⟩ = 1/3 (a multiple of the identity). Then ⟨w⟩ = 0, while ⟨C⟩ is positive semidefinite and vanishes exactly when V = 0.

Since h(−n) = h(n), the wing is odd. Inversion only permutes the mesh, so

Σᵢ w(nᵢ) = Σᵢ w(−nᵢ) = −Σᵢ w(nᵢ),

and the sum is zero.

For the correction, take any x and put y = Vᵀ B⁻¹ x. Because B is symmetric, x·B⁻¹ V n = n·y, hence

x·C(n) x = (n·y)² / h(n) ≥ 0.

C(n) is also symmetric, so ⟨C⟩ is positive semidefinite. If ⟨C⟩ = 0, a sum of nonnegative terms vanishes, so nᵢ·y = 0 for every i. But

⟨(n·y)²⟩ = y·⟨n nᵀ⟩ y = y·y/3,

so y = 0. Choosing x = B eₐ, with eₐ a unit coordinate vector, makes y the a-th row of V; every row is therefore zero. Conversely, V = 0 gives C = 0.

In a cubic medium L = lam·1 and h(n) = lam, so

⟨C⟩ = B⁻¹ V Vᵀ B⁻¹ / (3 lam).

Suppose a GW calculation averages this long-wavelength limit over such a mesh, in a finite basis and at a frequency where V is real and B and L are real and positive definite. Then the wings can be dropped from the averaged matrix, but dropping the body correction changes that matrix unless V = 0.

## The mesh and the dielectric blocks in Lean

The type `ι` labels directions and `m` labels body components, such as nonzero reciprocal lattice vectors in a finite basis.

```lean
import Mathlib

open Matrix

namespace DielectricDirectionAverage

noncomputable section

variable {ι m : Type*} [Fintype ι] [Fintype m] [DecidableEq m]
```

The mean gives every direction equal weight.

```lean
/-- The arithmetic mean of a quantity over a nonempty finite mesh of directions. -/
def average {E : Type*} [AddCommGroup E] [Module ℝ E] (f : ι → E) : E :=
  (Fintype.card ι : ℝ)⁻¹ • ∑ i, f i
```

Inversion symmetry is expressed by a permutation `σ` of the labels. The last field excludes an empty mesh, whose average would be zero.

```lean
/-- A finite mesh of unit vectors in space that is symmetric under inversion and
whose mean of `n nᵀ` is one third of the identity. -/
structure IsotropicMesh (n : ι → Fin 3 → ℝ) : Prop where
  unit : ∀ i, n i ⬝ᵥ n i = 1
  inversion : ∃ σ : Equiv.Perm ι, ∀ i, n (σ i) = -n i
  isotropic : average (fun i => vecMulVec (n i) (n i)) =
    (1 / 3 : ℝ) • (1 : Matrix (Fin 3) (Fin 3) ℝ)
```

The next three definitions are h, w and C. They take the block-inversion formulas as given, and `L` is an independent input, not computed from a full dielectric matrix. Complex couplings and integration over a finite region of wavevectors lie beyond this model.

```lean
/-- The macroscopic dielectric function `n · L n` along the direction `n`. -/
def head (L : Matrix (Fin 3) (Fin 3) ℝ) (n : Fin 3 → ℝ) : ℝ := n ⬝ᵥ L *ᵥ n

/-- The wing `-B⁻¹ V n / (n · L n)` of the inverse dielectric matrix in the long-wavelength
limit along `n`, for invertible `B` and nonzero `n · L n`. -/
def wing (B : Matrix m m ℝ) (V : Matrix m (Fin 3) ℝ) (L : Matrix (Fin 3) (Fin 3) ℝ)
    (n : Fin 3 → ℝ) : m → ℝ :=
  -((head L n)⁻¹ • (B⁻¹ *ᵥ (V *ᵥ n)))

/-- The correction `B⁻¹ V n nᵀ Vᵀ B⁻¹ / (n · L n)` to the body of the inverse dielectric
matrix, for invertible `B` and nonzero `n · L n`. -/
def bodyCorrection (B : Matrix m m ℝ) (V : Matrix m (Fin 3) ℝ)
    (L : Matrix (Fin 3) (Fin 3) ℝ) (n : Fin 3 → ℝ) : Matrix m m ℝ :=
  (head L n)⁻¹ • (B⁻¹ * V * vecMulVec n n * Vᵀ * B⁻¹)
```

## Quadratic forms and projections

Treating x·M x as a linear function of M lets it pass through the average.

```lean
/-- The quadratic form `x · M x`, as a linear function of the matrix `M`. -/
def quadForm {k : Type*} [Fintype k] (x : k → ℝ) : Matrix k k ℝ →ₗ[ℝ] ℝ where
  toFun M := x ⬝ᵥ M *ᵥ x
  map_add' M N := by rw [Matrix.add_mulVec, dotProduct_add]
  map_smul' c M := by rw [Matrix.smul_mulVec, dotProduct_smul, RingHom.id_apply]

/-- Averaging over directions commutes with every linear map. -/
theorem average_map {E F : Type*} [AddCommGroup E] [Module ℝ E] [AddCommGroup F] [Module ℝ F]
    (T : E →ₗ[ℝ] F) (f : ι → E) : T (average f) = average (fun i => T (f i)) := by
  simp only [average, map_smul, map_sum]
```

The identity (n nᵀ) y = (n·y) n then turns isotropy into the mean of squared projections.

```lean
/-- The projector-like matrix `n nᵀ` sends `y` to `(n · y) n`. -/
theorem outer_mulVec {k : Type*} [Fintype k] (n y : k → ℝ) :
    vecMulVec n n *ᵥ y = (n ⬝ᵥ y) • n := by
  ext i
  simp only [Matrix.mulVec, dotProduct, vecMulVec_apply, Pi.smul_apply, smul_eq_mul,
    Finset.sum_mul]
  exact Finset.sum_congr rfl fun j _ => by ring

/-- On an isotropic mesh the mean of `(n · y)²` is `y · y / 3`. -/
theorem average_sq_projection {n : ι → Fin 3 → ℝ} (hn : IsotropicMesh n) (y : Fin 3 → ℝ) :
    average (fun i => (n i ⬝ᵥ y) ^ 2) = (y ⬝ᵥ y) / 3 := by
  have h := average_map (quadForm y) (fun i => vecMulVec (n i) (n i))
  have hq : ∀ i, quadForm y (vecMulVec (n i) (n i)) = (n i ⬝ᵥ y) ^ 2 := by
    intro i
    change y ⬝ᵥ vecMulVec (n i) (n i) *ᵥ y = _
    rw [outer_mulVec, dotProduct_smul, smul_eq_mul, dotProduct_comm y (n i), sq]
  have h1 : quadForm y (1 : Matrix (Fin 3) (Fin 3) ℝ) = y ⬝ᵥ y := by
    change y ⬝ᵥ (1 : Matrix (Fin 3) (Fin 3) ℝ) *ᵥ y = _
    rw [Matrix.one_mulVec]
  rw [hn.isotropic, map_smul, h1, smul_eq_mul] at h
  simp only [hq] at h
  rw [← h]
  ring
```

The step `key` below is x·B⁻¹ V n = n·y, and it uses only the symmetry of `B`.

```lean
/-- For a symmetric body `B`, the quadratic form of the body correction at `x` is
`(n · y)² / (n · L n)` with `y = Vᵀ B⁻¹ x`. -/
theorem quadForm_bodyCorrection {B : Matrix m m ℝ} (hB : Bᵀ = B) (V : Matrix m (Fin 3) ℝ)
    (L : Matrix (Fin 3) (Fin 3) ℝ) (n : Fin 3 → ℝ) (x : m → ℝ) :
    quadForm x (bodyCorrection B V L n) =
      (head L n)⁻¹ * (n ⬝ᵥ Vᵀ *ᵥ (B⁻¹ *ᵥ x)) ^ 2 := by
  -- move the symmetric matrix and the coupling to the left factor
  have key : x ⬝ᵥ B⁻¹ *ᵥ (V *ᵥ n) = n ⬝ᵥ Vᵀ *ᵥ (B⁻¹ *ᵥ x) := by
    rw [Matrix.dotProduct_mulVec x B⁻¹ (V *ᵥ n), Matrix.dotProduct_mulVec (x ᵥ* B⁻¹) V n,
      ← Matrix.mulVec_transpose B⁻¹ x, ← Matrix.mulVec_transpose V _,
      Matrix.transpose_nonsing_inv, hB, dotProduct_comm]
  unfold bodyCorrection
  rw [map_smul, smul_eq_mul]
  congr 1
  change x ⬝ᵥ (B⁻¹ * V * vecMulVec n n * Vᵀ * B⁻¹) *ᵥ x = _
  simp only [← Matrix.mulVec_mulVec]
  rw [outer_mulVec, Matrix.mulVec_smul, Matrix.mulVec_smul, dotProduct_smul, key,
    smul_eq_mul, sq]
```

## The two averages

Of the mesh conditions, the proof of the wing result uses only inversion symmetry. `hodd` is the oddness, and `Equiv.sum_comp` relabels the sum.

```lean
/-- On an inversion-symmetric mesh the wings of the inverse dielectric matrix average
to zero. -/
theorem average_wing {n : ι → Fin 3 → ℝ} (hn : ∃ σ : Equiv.Perm ι, ∀ i, n (σ i) = -n i)
    (B : Matrix m m ℝ) (V : Matrix m (Fin 3) ℝ) (L : Matrix (Fin 3) (Fin 3) ℝ) :
    average (fun i => wing B V L (n i)) = 0 := by
  obtain ⟨σ, hσ⟩ := hn
  -- the wing is odd in the direction
  have hodd : ∀ v, wing B V L (-v) = -wing B V L v := by
    intro v
    simp [wing, head, Matrix.mulVec_neg]
  have h : ∑ i, wing B V L (n i) = -∑ i, wing B V L (n i) := by
    calc ∑ i, wing B V L (n i) = ∑ i, wing B V L (n (σ i)) :=
          (Equiv.sum_comp σ (fun i => wing B V L (n i))).symm
      _ = -∑ i, wing B V L (n i) := by simp only [hσ, hodd, Finset.sum_neg_distrib]
  have h0 : ∑ i, wing B V L (n i) = 0 := by
    funext a
    have ha := congrFun h a
    rw [Pi.neg_apply] at ha
    rw [Pi.zero_apply]
    linarith
  rw [average, h0, smul_zero]
```

The main theorem joins the three conclusions. `hhead` supplies h(nᵢ) > 0 and `hterm` the nonnegative terms. Then `hproj` extracts nᵢ·y = 0, `average_sq_projection` gives y = 0, and the choice `B *ᵥ Pi.single a 1` recovers the rows of `V`.

```lean
/-- For an isotropic mesh, a positive definite body `B` and a positive definite macroscopic
tensor `L`, the wings average to zero, while the body correction averages to a positive
semidefinite matrix that vanishes exactly when the coupling `V` vanishes. -/
theorem wings_cancel_body_survives {n : ι → Fin 3 → ℝ} (hn : IsotropicMesh n)
    {B : Matrix m m ℝ} (hB : B.PosDef) (V : Matrix m (Fin 3) ℝ)
    {L : Matrix (Fin 3) (Fin 3) ℝ} (hL : L.PosDef) :
    average (fun i => wing B V L (n i)) = 0 ∧
    (average (fun i => bodyCorrection B V L (n i))).PosSemidef ∧
    (average (fun i => bodyCorrection B V L (n i)) = 0 ↔ V = 0) := by
  have hBt : Bᵀ = B :=
    (Matrix.conjTranspose_eq_transpose_of_trivial B).symm.trans hB.isHermitian.eq
  have hhead : ∀ i, 0 < head L (n i) := by
    intro i
    have hne : n i ≠ 0 := by
      intro h
      have hu := hn.unit i
      rw [h] at hu
      simp at hu
    simpa [head] using hL.dotProduct_mulVec_pos hne
  have hterm : ∀ x i, 0 ≤ quadForm x (bodyCorrection B V L (n i)) := by
    intro x i
    rw [quadForm_bodyCorrection hBt]
    exact mul_nonneg (inv_nonneg.mpr (hhead i).le) (sq_nonneg _)
  refine ⟨average_wing hn.inversion B V L, ?_, ?_, ?_⟩
  · apply Matrix.PosSemidef.of_dotProduct_mulVec_nonneg
    · have hF : ∀ v, (bodyCorrection B V L v)ᵀ = bodyCorrection B V L v := by
        intro v
        have hN : (vecMulVec v v)ᵀ = vecMulVec v v := by
          ext i j
          simp [vecMulVec_apply, mul_comm]
        simp only [bodyCorrection, Matrix.transpose_smul, Matrix.transpose_mul,
          Matrix.transpose_transpose, Matrix.transpose_nonsing_inv, hBt, hN, Matrix.mul_assoc]
      rw [Matrix.IsHermitian, Matrix.conjTranspose_eq_transpose_of_trivial]
      simp only [average, Matrix.transpose_smul, Matrix.transpose_sum, hF]
    · intro x
      rw [star_trivial]
      change 0 ≤ quadForm x (average (fun i => bodyCorrection B V L (n i)))
      rw [average_map]
      exact mul_nonneg (by positivity) (Finset.sum_nonneg fun i _ => hterm x i)
  · intro h
    -- a vanishing average forces every projection, hence `Vᵀ B⁻¹ x`, to vanish
    have hy : ∀ x, Vᵀ *ᵥ (B⁻¹ *ᵥ x) = 0 := by
      intro x
      have hx := average_map (quadForm x) (fun i => bodyCorrection B V L (n i))
      rw [h, map_zero] at hx
      have hproj : ∀ i, n i ⬝ᵥ Vᵀ *ᵥ (B⁻¹ *ᵥ x) = 0 := by
        intro i
        have : Nonempty ι := ⟨i⟩
        have hc : (Fintype.card ι : ℝ)⁻¹ ≠ 0 :=
          inv_ne_zero (Nat.cast_ne_zero.mpr Fintype.card_ne_zero)
        have hs := (smul_eq_zero.mp hx.symm).resolve_left hc
        have hi := (Finset.sum_eq_zero_iff_of_nonneg (fun j _ => hterm x j)).mp hs i
          (Finset.mem_univ i)
        rw [quadForm_bodyCorrection hBt] at hi
        exact pow_eq_zero_iff two_ne_zero |>.mp
          ((mul_eq_zero.mp hi).resolve_left (inv_ne_zero (hhead i).ne'))
      have h3 := average_sq_projection hn (Vᵀ *ᵥ (B⁻¹ *ᵥ x))
      simp only [hproj] at h3
      have h4 := h3.symm.trans (by simp [average] : _ = (0 : ℝ))
      exact dotProduct_self_eq_zero.mp (by linarith)
    have hdet : IsUnit B.det := hB.det_pos.ne'.isUnit
    ext a i
    have ha := hy (B *ᵥ Pi.single a 1)
    rw [Matrix.mulVec_mulVec _ B⁻¹ B, Matrix.nonsing_inv_mul B hdet, Matrix.one_mulVec] at ha
    have hai := congrFun ha i
    simpa [Matrix.mulVec, dotProduct, Pi.single_apply] using hai
  · intro h
    simp [average, bodyCorrection, h]
```

The cubic formula is stated multiplied by 3 lam, for any nonzero `lam`. Its proof applies the linear map M ↦ B⁻¹ V M Vᵀ B⁻¹ / lam to the mean of n nᵀ.

```lean
/-- For a cubic medium with nonzero macroscopic constant `lam`, the averaged body correction
times `3 lam` is `B⁻¹ V Vᵀ B⁻¹`. -/
theorem cubic_average {n : ι → Fin 3 → ℝ} (hn : IsotropicMesh n) (B : Matrix m m ℝ)
    (V : Matrix m (Fin 3) ℝ) {lam : ℝ} (hlam : lam ≠ 0) :
    (3 * lam) • average (fun i => bodyCorrection B V (lam • 1) (n i)) =
      B⁻¹ * V * Vᵀ * B⁻¹ := by
  let T : Matrix (Fin 3) (Fin 3) ℝ →ₗ[ℝ] Matrix m m ℝ :=
    { toFun := fun M => B⁻¹ * V * M * Vᵀ * B⁻¹
      map_add' := fun M N => by simp only [Matrix.mul_add, Matrix.add_mul]
      map_smul' := fun c M => by
        simp only [Matrix.mul_smul, Matrix.smul_mul, RingHom.id_apply] }
  have h := average_map (lam⁻¹ • T) (fun i => vecMulVec (n i) (n i))
  have hb : (fun i => bodyCorrection B V (lam • 1) (n i)) =
      fun i => (lam⁻¹ • T) (vecMulVec (n i) (n i)) := by
    funext i
    -- on unit vectors the head is the constant `lam`
    have hh : head (lam • 1) (n i) = lam := by
      rw [head, Matrix.smul_mulVec, Matrix.one_mulVec, dotProduct_smul, hn.unit i,
        smul_eq_mul, mul_one]
    rw [bodyCorrection, hh]
    rfl
  rw [hb, ← h, hn.isotropic]
  change (3 * lam) • (lam⁻¹ •
    (B⁻¹ * V * ((1 / 3 : ℝ) • (1 : Matrix (Fin 3) (Fin 3) ℝ)) * Vᵀ * B⁻¹)) = _
  have hc : 3 * lam * (lam⁻¹ * (1 / 3)) = 1 := by field_simp
  rw [Matrix.mul_smul, Matrix.smul_mul, Matrix.smul_mul, Matrix.mul_one,
    smul_smul lam⁻¹, smul_smul (3 * lam), hc, one_smul]
```

## The six Cartesian directions

The mesh of the opening example satisfies all three conditions. Swapping the two copies of `Fin 3` realises inversion, and isotropy is checked entry by entry.

```lean
/-- The six directions along the positive and negative Cartesian axes. -/
def octahedron : Fin 3 ⊕ Fin 3 → Fin 3 → ℝ :=
  Sum.elim (fun i => Pi.single i 1) (fun i => -Pi.single i 1)

/-- The six Cartesian directions form an isotropic mesh. -/
theorem isotropicMesh_witness : IsotropicMesh octahedron where
  unit := by rintro (i | i) <;> simp [octahedron]
  inversion := ⟨Equiv.sumComm _ _, by rintro (i | i) <;> simp [octahedron]⟩
  isotropic := by
    ext a b
    fin_cases a <;> fin_cases b <;>
      simp [average, octahedron, Fintype.sum_sum_type, Fin.sum_univ_succ,
        vecMulVec_apply] <;> norm_num

end

end DielectricDirectionAverage
```

```lean
#print axioms DielectricDirectionAverage.wings_cancel_body_survives
-- 'DielectricDirectionAverage.wings_cancel_body_survives' depends on axioms: [propext, Classical.choice, Quot.sound]
#print axioms DielectricDirectionAverage.cubic_average
-- 'DielectricDirectionAverage.cubic_average' depends on axioms: [propext, Classical.choice, Quot.sound]
```
